# An exact relation between field and potential at an abrupt p–n junction with majority carriers only

## Units, signs and the junction

The potential ψ(x) is measured in units of kT/q, where q is the elementary charge. The metal contacts are infinitely far away, and the doping changes from acceptors (x < 0) to donors (x > 0) at x = 0. The symbols ND and NA stand for the donor and acceptor densities multiplied by q²/(ε kT), with ε the permittivity, so they have the dimension 1/length². The slope F = ψ' is minus the electric field in these units.

```lean
import Mathlib

open Filter Topology Set

namespace AbruptJunction
```

This loads the mathematical library Mathlib and opens a namespace, a common prefix for the names that follow.

```lean
/-- An abrupt p-n junction at `x = 0` in units of `kT/q`: the potential `ψ` has the continuous
derivative `F`, obeys Poisson's equation with donors and Boltzmann electrons for `x > 0` and with
acceptors and Boltzmann holes for `x < 0`, and tends to the bulk values `pn` and `pp`. -/
structure IsJunction (NA ND pp pn : ℝ) (ψ F : ℝ → ℝ) : Prop where
  slope : ∀ x, HasDerivAt ψ (F x) x
  slope_cont : Continuous F
  poisson_n : ∀ x, 0 < x → HasDerivAt F (-(ND * (1 - Real.exp (ψ x - pn)))) x
  poisson_p : ∀ x, x < 0 → HasDerivAt F (NA * (1 - Real.exp (pp - ψ x))) x
  bulk_n : Tendsto ψ atTop (𝓝 pn)
  bulk_p : Tendsto ψ atBot (𝓝 pp)
```

`IsJunction NA ND pp pn ψ F` is a proposition: it says that ψ and F describe a junction with these parameters. Its fields are the hypotheses.

- `slope` and `slope_cont`: `HasDerivAt ψ (F x) x` reads "ψ has derivative F(x) at x". This holds everywhere, and F is continuous, so there is no sheet charge at the interface.
- `poisson_n` and `poisson_p`: Poisson's equation on each side,

  ψ'' = −ND (1 − exp(ψ − pn)) for x > 0,
  ψ'' = NA (1 − exp(pp − ψ)) for x < 0.

- `bulk_n` and `bulk_p`: ψ → pn as x → +∞ and ψ → pp as x → −∞.

The exponentials are Boltzmann densities of electrons and holes, relative to the doping. Each side contains only its majority carriers; minority carriers are neglected, and so are carriers that spill across the interface. The difference V = pn − pp is a free parameter here, not computed from the dopings. Nothing is assumed about the slope far away, and the existence of a solution is not shown.

## The slope dies out in the bulk

```lean
/-- If a differentiable potential settles to a constant and the square of its slope has a limit,
then that limit is zero. -/
theorem slope_sq_limit_eq_zero {ψ F : ℝ → ℝ} {a L : ℝ} (hψ : ∀ x, HasDerivAt ψ (F x) x)
    (ha : Tendsto ψ atTop (𝓝 a)) (hL : Tendsto (fun x => F x ^ 2) atTop (𝓝 L)) : L = 0 := by
  -- on each interval [n, n+1] the slope equals the potential drop somewhere
  have hmv : ∀ n : ℕ, ∃ c : ℝ, (n : ℝ) < c ∧ F c = ψ ((n : ℝ) + 1) - ψ n := by
    intro n
    obtain ⟨c, hc, h⟩ := exists_hasDerivAt_eq_slope ψ F (show (n : ℝ) < n + 1 by linarith)
      (fun x _ => (hψ x).continuousAt.continuousWithinAt) (fun x _ => hψ x)
    refine ⟨c, hc.1, ?_⟩
    rw [h, add_sub_cancel_left, div_one]
  choose c hc hF using hmv
  have hn : Tendsto (fun n : ℕ => (n : ℝ)) atTop atTop := tendsto_natCast_atTop_atTop
  have hct : Tendsto c atTop atTop := tendsto_atTop_mono (fun n => (hc n).le) hn
  have h0 : Tendsto (fun n => F (c n) ^ 2) atTop (𝓝 0) := by
    have h1 := ((ha.comp (tendsto_atTop_add_const_right _ (1 : ℝ) hn)).sub (ha.comp hn)).pow 2
    have e : (a - a) ^ 2 = 0 := by ring
    rw [e] at h1
    exact h1.congr (fun n =>
      show (ψ ((n : ℝ) + 1) - ψ n) ^ 2 = F (c n) ^ 2 from by rw [hF])
  exact tendsto_nhds_unique (hL.comp hct) h0
```

In words: if ψ → a and F² → L as x → ∞, then L = 0. The second condition is needed because a function can settle to a constant with ever finer ripples whose slope does not settle.

By hand, apply the mean value theorem on [n, n+1]. There is a point c_n > n with

F(c_n) = ψ(n+1) − ψ(n) → a − a = 0.

Since c_n → ∞, F(c_n)² also tends to L, so L = 0. In Lean, `hmv` is the mean value step, `choose` collects the points into a sequence, and `tendsto_nhds_unique` says that a limit is unique.

## An energy integral for Poisson's equation

```lean
/-- First integral of Poisson's equation on a half line: if `ψ'' = g(ψ)` for `x > 0`, `G' = g`,
`ψ'` is continuous and `ψ` tends to `a`, then `ψ'^2 / 2 = G(ψ) - G(a)` for `x ≥ 0`. -/
theorem half_line_first_integral {ψ F : ℝ → ℝ} {a : ℝ} (g G : ℝ → ℝ)
    (hψ : ∀ x, HasDerivAt ψ (F x) x) (hFc : Continuous F)
    (hF : ∀ x, 0 < x → HasDerivAt F (g (ψ x)) x) (hG : ∀ u, HasDerivAt G (g u) u)
    (ha : Tendsto ψ atTop (𝓝 a)) (x : ℝ) (hx : 0 ≤ x) :
    F x ^ 2 / 2 = G (ψ x) - G a := by
  have hψc : Continuous ψ := continuous_iff_continuousAt.2 fun u => (hψ u).continuousAt
  have hGc : Continuous G := continuous_iff_continuousAt.2 fun u => (hG u).continuousAt
  have hcont : Continuous (fun y => F y * F y / 2 - G (ψ y)) :=
    ((hFc.mul hFc).div_const 2).sub (hGc.comp hψc)
  -- the "energy" does not change along the half line
  have const : ∀ x, 0 ≤ x → F x * F x / 2 - G (ψ x) = F 0 * F 0 / 2 - G (ψ 0) := by
    intro x hx
    rcases hx.eq_or_lt with h0 | hx'
    · rw [← h0]
    have hd : ∀ y ∈ Ioo 0 x, HasDerivAt (fun y => F y * F y / 2 - G (ψ y)) 0 y := by
      intro y hy
      have h1 := ((hF y hy.1).fun_mul (hF y hy.1)).div_const 2
      have h2 := (hG (ψ y)).comp y (hψ y)
      exact (h1.fun_sub h2).congr_deriv (by ring)
    obtain ⟨c, _, h⟩ := exists_hasDerivAt_eq_slope (fun y => F y * F y / 2 - G (ψ y))
      (fun _ => 0) hx' hcont.continuousOn hd
    have h' : (F x * F x / 2 - G (ψ x) - (F 0 * F 0 / 2 - G (ψ 0))) / (x - 0) = 0 := h.symm
    rcases div_eq_zero_iff.mp h' with h | h <;> linarith
  -- its value is fixed by the bulk, where the slope dies out
  have h1 : Tendsto (fun x => 2 * ((F 0 * F 0 / 2 - G (ψ 0)) + G (ψ x))) atTop
      (𝓝 (2 * ((F 0 * F 0 / 2 - G (ψ 0)) + G a))) :=
    (((hG a).continuousAt.tendsto.comp ha).const_add _).const_mul 2
  have hL : Tendsto (fun x => F x ^ 2) atTop
      (𝓝 (2 * ((F 0 * F 0 / 2 - G (ψ 0)) + G a))) := by
    refine h1.congr' ?_
    filter_upwards [eventually_ge_atTop (0 : ℝ)] with y hy
    linear_combination (-2) * const y hy
  have hz := slope_sq_limit_eq_zero hψ ha hL
  linear_combination const x hx + hz / 2
```

Here ψ'' = g(ψ) for x > 0, and G is an antiderivative of g. The claim is

F(x)²/2 = G(ψ(x)) − G(a) for x ≥ 0.

This is energy conservation with x in the role of time. For x > 0,

d/dx [F²/2 − G(ψ)] = F F' − g(ψ) F = 0.

By continuity the bracket keeps its value C from x = 0 onwards. Hence F² = 2(C + G(ψ)), which tends to 2(C + G(a)). The previous theorem makes this limit zero, so C = −G(a), and the claim follows.

The step `const` is the conservation law, `hL` the limit of F² and `hz` its vanishing. The tactic `linear_combination` checks that the goal is an algebraic combination of the equations named.

## The field on each side

```lean
variable {NA ND pp pn : ℝ} {ψ F : ℝ → ℝ}

/-- On the n side the squared slope of the potential is fixed by the local potential. -/
theorem slope_sq_n (h : IsJunction NA ND pp pn ψ F) (x : ℝ) (hx : 0 ≤ x) :
    F x ^ 2 / 2 = ND * (pn - ψ x - 1 + Real.exp (ψ x - pn)) := by
  have hG : ∀ u, HasDerivAt (fun u => -ND * (u - Real.exp (u - pn)))
      (-(ND * (1 - Real.exp (u - pn)))) u := fun u =>
    (((hasDerivAt_id' u).fun_sub ((hasDerivAt_id' u).sub_const pn).exp).const_mul
      (-ND)).congr_deriv (by ring)
  have key : F x ^ 2 / 2 = -ND * (ψ x - Real.exp (ψ x - pn)) - -ND * (pn - Real.exp (pn - pn)) :=
    half_line_first_integral (fun u => -(ND * (1 - Real.exp (u - pn)))) _
      h.slope h.slope_cont h.poisson_n hG h.bulk_n x hx
  rw [key, sub_self, Real.exp_zero]
  ring
```

The `variable` line declares the symbols for all later theorems. On the n side take

G(u) = −ND (u − exp(u − pn)), so G'(u) = −ND (1 − exp(u − pn)).

The energy integral with a = pn then gives

F²/2 = −ND (ψ − exp(ψ − pn)) + ND (pn − 1)
= ND (pn − ψ − 1 + exp(ψ − pn)).

In the code, `hG` checks the derivative of G and `key` applies the integral.

```lean
/-- On the p side the squared slope of the potential is fixed by the local potential. -/
theorem slope_sq_p (h : IsJunction NA ND pp pn ψ F) (x : ℝ) (hx : x ≤ 0) :
    F x ^ 2 / 2 = NA * (ψ x - pp - 1 + Real.exp (pp - ψ x)) := by
  have hG : ∀ u, HasDerivAt (fun u => NA * (u + Real.exp (pp - u)))
      (NA * (1 - Real.exp (pp - u))) u := fun u =>
    (((hasDerivAt_id' u).fun_add ((hasDerivAt_id' u).const_sub pp).exp).const_mul
      NA).congr_deriv (by ring)
  -- reflect the p side onto the positive half line
  have h1 : ∀ y, HasDerivAt (fun y => ψ (-y)) (-F (-y)) y := fun y =>
    ((h.slope (-y)).comp y (hasDerivAt_neg' y)).congr_deriv (by ring)
  have h2 : ∀ y, 0 < y → HasDerivAt (fun y => -F (-y)) (NA * (1 - Real.exp (pp - ψ (-y)))) y :=
    fun y hy => ((h.poisson_p (-y) (by linarith)).comp y
      (hasDerivAt_neg' y)).fun_neg.congr_deriv (by ring)
  have key : (-F (- -x)) ^ 2 / 2 =
      NA * (ψ (- -x) + Real.exp (pp - ψ (- -x))) - NA * (pp + Real.exp (pp - pp)) :=
    half_line_first_integral (fun u => NA * (1 - Real.exp (pp - u))) _
      h1 (h.slope_cont.comp continuous_neg).neg h2 hG
      (h.bulk_p.comp tendsto_neg_atTop_atBot) (-x) (by linarith)
  rw [neg_neg, sub_self, Real.exp_zero] at key
  linear_combination key
```

The p side is reflected onto the positive half line. With φ(y) = ψ(−y),

φ'(y) = −F(−y), φ''(y) = F'(−y) = NA (1 − exp(pp − φ(y))) for y > 0.

Now G(u) = NA (u + exp(pp − u)) and a = pp, so for x ≤ 0

F²/2 = NA (ψ − pp − 1 + exp(pp − ψ)).

The facts `h1` and `h2` are the two reflected derivatives.

## The identity at the interface

```lean
/-- Interface relation for positive dopings: the squared slope at `x = 0`, multiplied by
`(1 / ND + 1 / NA) / 2`, equals the potential difference `pn - pp` minus 2 (in units of `kT/q`) plus
two exponentials that contain the potential at `x = 0`. -/
theorem junction_field (h : IsJunction NA ND pp pn ψ F) (hA : 0 < NA) (hD : 0 < ND) :
    F 0 ^ 2 * (1 / ND + 1 / NA) / 2 =
      (pn - pp) - 2 + Real.exp (ψ 0 - pn) + Real.exp (pp - ψ 0) := by
  have a : F 0 ^ 2 / 2 / ND = pn - ψ 0 - 1 + Real.exp (ψ 0 - pn) := by
    rw [div_eq_iff hD.ne', slope_sq_n h 0 le_rfl]; ring
  have b : F 0 ^ 2 / 2 / NA = ψ 0 - pp - 1 + Real.exp (pp - ψ 0) := by
    rw [div_eq_iff hA.ne', slope_sq_p h 0 le_rfl]; ring
  linear_combination a + b
```

Both formulas hold at x = 0, with the same F(0) and ψ(0). Divide each by its doping, which is now assumed positive:

F(0)²/(2 ND) = pn − ψ(0) − 1 + exp(ψ(0) − pn),
F(0)²/(2 NA) = ψ(0) − pp − 1 + exp(pp − ψ(0)).

These are `a` and `b` in the proof. In the sum, ψ(0) cancels outside the exponentials:

F(0)² (1/ND + 1/NA)/2 = V − 2 + exp(ψ(0) − pn) + exp(pp − ψ(0)).

The depletion approximation, which removes all carriers up to sharp edges, has just V on the right. The −2 comes from the gradual carrier tails, one unit of kT/q per side. The exponentials are the relative majority densities that remain at the interface, and they are small when ψ(0) lies well below pn and well above pp. For a one-dimensional Poisson solver restricted to this majority-carrier model, the identity is a check on the computed interface slope and potential.

## Where the potential can go

```lean
/-- For positive dopings the field can vanish only where the potential has a bulk value. -/
theorem bulk_value_of_slope_zero (h : IsJunction NA ND pp pn ψ F) (hA : 0 < NA) (hD : 0 < ND)
    {x : ℝ} (hx : F x = 0) : ψ x = pn ∨ ψ x = pp := by
  rcases le_total 0 x with h0 | h0
  · left
    by_contra hne
    have e := Real.add_one_lt_exp (sub_ne_zero.mpr hne)
    have k := slope_sq_n h x h0
    have p := mul_pos hD (show 0 < pn - ψ x - 1 + Real.exp (ψ x - pn) by linarith)
    rw [← k, hx] at p
    norm_num at p
  · right
    by_contra hne
    have e := Real.add_one_lt_exp (sub_ne_zero.mpr (Ne.symm hne))
    have k := slope_sq_p h x h0
    have p := mul_pos hA (show 0 < ψ x - pp - 1 + Real.exp (pp - ψ x) by linarith)
    rw [← k, hx] at p
    norm_num at p
```

If F(x) = 0, then ψ(x) is pn or pp. The reason is the strict inequality exp(t) > 1 + t for t ≠ 0. On the n side put t = ψ(x) − pn: if t ≠ 0, then

F(x)²/2 = ND (exp(t) − 1 − t) > 0,

which contradicts F(x) = 0. The p side works in the same way with t = pp − ψ(x). In Lean, `rcases` splits the two sides, and `Real.add_one_lt_exp` is the inequality.

```lean
/-- For positive dopings and `pp ≤ pn` the potential stays between its two bulk values. -/
theorem potential_mem_Icc (h : IsJunction NA ND pp pn ψ F) (hA : 0 < NA) (hD : 0 < ND)
    (hV : pp ≤ pn) (x : ℝ) : ψ x ∈ Icc pp pn := by
  have hc : Continuous ψ := continuous_iff_continuousAt.2 fun u => (h.slope u).continuousAt
  constructor
  · -- an undershoot would produce a minimum below both bulk values
    by_contra! hlt
    have ev : ∀ᶠ y in cocompact ℝ, ψ x ≤ ψ y := by
      rw [cocompact_eq_atBot_atTop, eventually_sup]
      exact ⟨(h.bulk_p.eventually_const_lt hlt).mono fun _ hy => hy.le,
        (h.bulk_n.eventually_const_lt (hlt.trans_le hV)).mono fun _ hy => hy.le⟩
    obtain ⟨m, hm⟩ := hc.exists_forall_le' x ev
    have hl : IsLocalMin ψ m := Eventually.of_forall hm
    have hmx := hm x
    rcases bulk_value_of_slope_zero h hA hD (hl.hasDerivAt_eq_zero (h.slope m)) with e | e <;>
      linarith
  · -- an overshoot would produce a maximum above both bulk values
    by_contra! hlt
    have ev : ∀ᶠ y in cocompact ℝ, ψ y ≤ ψ x := by
      rw [cocompact_eq_atBot_atTop, eventually_sup]
      exact ⟨(h.bulk_p.eventually_lt_const (hV.trans_lt hlt)).mono fun _ hy => hy.le,
        (h.bulk_n.eventually_lt_const hlt).mono fun _ hy => hy.le⟩
    obtain ⟨m, hm⟩ := hc.exists_forall_ge' x ev
    have hl : IsLocalMax ψ m := Eventually.of_forall hm
    have hmx := hm x
    rcases bulk_value_of_slope_zero h hA hD (hl.hasDerivAt_eq_zero (h.slope m)) with e | e <;>
      linarith
```

For pp ≤ pn, the potential stays in the closed interval `Icc pp pn`. Suppose ψ(x) < pp at some x. Far out on both sides ψ is larger than ψ(x), so ψ attains a global minimum at some m, with ψ(m) ≤ ψ(x) < pp ≤ pn. There F(m) = 0, so ψ(m) would have to be pn or pp, which is impossible. A value above pn is excluded by the same argument with a maximum. The filter `cocompact ℝ` expresses "far out on both sides".

## Bounds without the interface potential

```lean
/-- For positive dopings, the squared slope at `x = 0` multiplied by `(1 / ND + 1 / NA) / 2` has a
lower bound that depends only on the potential difference `pn - pp`. -/
theorem junction_field_lower (h : IsJunction NA ND pp pn ψ F) (hA : 0 < NA) (hD : 0 < ND) :
    (pn - pp) - 2 + 2 * Real.exp (-(pn - pp) / 2) ≤ F 0 ^ 2 * (1 / ND + 1 / NA) / 2 := by
  rw [junction_field h hA hD]
  -- arithmetic-geometric mean inequality for the two exponentials
  have e1 : Real.exp (ψ 0 - pn) = Real.exp ((ψ 0 - pn) / 2) * Real.exp ((ψ 0 - pn) / 2) := by
    rw [← Real.exp_add]; congr 1; ring
  have e2 : Real.exp (pp - ψ 0) = Real.exp ((pp - ψ 0) / 2) * Real.exp ((pp - ψ 0) / 2) := by
    rw [← Real.exp_add]; congr 1; ring
  have e3 : Real.exp (-(pn - pp) / 2) =
      Real.exp ((ψ 0 - pn) / 2) * Real.exp ((pp - ψ 0) / 2) := by
    rw [← Real.exp_add]; congr 1; ring
  rw [e1, e2, e3]
  nlinarith [sq_nonneg (Real.exp ((ψ 0 - pn) / 2) - Real.exp ((pp - ψ 0) / 2))]
```

The interface potential can be eliminated from below. Put r = exp((ψ(0) − pn)/2) and s = exp((pp − ψ(0))/2). From (r − s)² ≥ 0,

r² + s² ≥ 2rs = 2 exp(−V/2),

and therefore

V − 2 + 2 exp(−V/2) ≤ F(0)² (1/ND + 1/NA)/2.

This holds for either sign of V. The equations `e1` to `e3` rewrite the exponentials as products, and `nlinarith` finishes from the square supplied to it.

```lean
/-- For positive dopings and `pp ≤ pn`, the squared slope at `x = 0` multiplied by
`(1 / ND + 1 / NA) / 2` is at most the potential difference `pn - pp`. -/
theorem junction_field_upper (h : IsJunction NA ND pp pn ψ F) (hA : 0 < NA) (hD : 0 < ND)
    (hV : pp ≤ pn) : F 0 ^ 2 * (1 / ND + 1 / NA) / 2 ≤ pn - pp := by
  rw [junction_field h hA hD]
  obtain ⟨h1, h2⟩ := potential_mem_Icc h hA hD hV 0
  have e1 : Real.exp (ψ 0 - pn) ≤ 1 := Real.exp_le_one_iff.mpr (by linarith)
  have e2 : Real.exp (pp - ψ 0) ≤ 1 := Real.exp_le_one_iff.mpr (by linarith)
  linarith

end AbruptJunction
```

For pp ≤ pn, confinement gives pp ≤ ψ(0) ≤ pn. Both exponents in the identity are then at most 0, both exponentials at most 1, and their sum at most 2. So

F(0)² (1/ND + 1/NA)/2 ≤ V.

Within this model, the depletion approximation never underestimates the magnitude of the interface field when V ≥ 0.

```lean
#print axioms AbruptJunction.junction_field_lower
#print axioms AbruptJunction.junction_field_upper
```

```
'AbruptJunction.junction_field_lower' depends on axioms: [propext, Classical.choice, Quot.sound]
'AbruptJunction.junction_field_upper' depends on axioms: [propext, Classical.choice, Quot.sound]
```

## A symmetric junction with V = 20

Take ND = NA = 1 in some inverse squared length unit, and V = 20. Write d = pn − ψ(0) and e = ψ(0) − pp, so d + e = 20 and both are at least 0. The two side formulas at x = 0 give

d − 1 + exp(−d) = e − 1 + exp(−e).

The function t − 1 + exp(−t) is strictly increasing for t ≥ 0, so d = e = 10. The identity becomes

F(0)² = 20 − 2 + 2 exp(−10) ≈ 18.0001,

so |F(0)| ≈ 4.243. The depletion approximation gives √20 ≈ 4.472, about 5% too much. The lower bound is attained in this symmetric case.
